# Bonding one orbital to a lone dangling hybrid clears the gap of a finite bond-orbital model with weak residual couplings

## Passivation as a larger matrix

Passivating a surface with hydrogen adds orbitals, so the Hamiltonians before and after have different sizes. The model used here keeps that feature: the passivated surface is a block matrix with one more row and column, in which the new orbital is bonded to the dangling hybrid. That the new surface has all its hybrids paired is then derived from the old one.

The Hamiltonian is $H = B + A$ in a finite orthonormal basis of hybrids. The Hermitian matrix $B$ holds the strong bonds, with the coupling between the two hybrids of a bond as the unit of energy and the hybrid energy as zero. The Hermitian matrix $A$ holds everything else, such as couplings between hybrids on the same atom, couplings between neighbouring bonds and shifts of on-site energies. Its operator norm is at most $a$, which limits the collective effect of these terms on any state.

A single bond between two hybrids has the matrix $\begin{pmatrix}0&1\\1&0\end{pmatrix}$, with levels $\pm1$ and square equal to the identity. "All hybrids are paired" is therefore expressed as $B^2 = 1$. If every hybrid is paired except a unit hybrid $v$, the condition becomes $B^2 = 1 - vv^\dagger$.

## A level in the gap before, none after

Let $a < 1/2$, so that the norm of the residual terms is less than half the coupling within a bond. Then:

- the surface with the dangling hybrid has a level with $|E| \le a$, and hence $|E| < 1-a$;
- the passivated surface, whose residual matrix $A'$ also has norm at most $a$, has no level with $|E| < 1-a$.

Slab calculations often saturate the back surface with hydrogen to remove dangling-bond states from the gap; the result shows this mechanism in a finite, non-interacting model with one dangling hybrid. The condition $a<1/2$ is restrictive. If the four sp³ hybrids of an atom are coupled to one another by $t$, in units of the bond coupling, these couplings alone have norm $3|t|$ and meet the condition only for $|t|<1/6$. Usual tight-binding parameters for silicon exceed this value, so the theorem illustrates the mechanism but does not prove it for silicon.

## Paired hybrids keep levels away from zero

Write $\|x\|$ for the Euclidean length of a vector. If $B$ is Hermitian and $B^2=1$, then
$$\|Bx\|^2 = x^\dagger B^2 x = \|x\|^2 .$$
Suppose $(B+A)x = Ex$ with $x \ne 0$. Then $Bx = Ex - Ax$, and the triangle inequality gives
$$\|x\| = \|Ex - Ax\| \le |E|\,\|x\| + a\,\|x\| .$$
Division by $\|x\|$ yields $|E| \ge 1-a$.

For $0 \le a \le 1$ the bound is attained. Shift both on-site energies of a single bond by $-a$: the normalised state $(1,1)/\sqrt2$ then has energy $1-a$. The other level moves to $-1-a$, so this shift displaces the gap without narrowing it.

## A dangling hybrid leaves a level near its own energy

Let $H$ be Hermitian with orthonormal eigenvectors $b_i$ and eigenvalues $\lambda_i$, let $v$ be a unit vector and let $\varepsilon$ be a real trial energy. With $c_i = b_i^\dagger v$,
$$\|Hv - \varepsilon v\|^2 = \sum_i (\lambda_i-\varepsilon)^2 |c_i|^2 \ge \min_i(\lambda_i-\varepsilon)^2 \sum_i |c_i|^2 = \min_i(\lambda_i-\varepsilon)^2 .$$
So some level lies within $\|Hv-\varepsilon v\|$ of $\varepsilon$.

If $Bv = \varepsilon v$ and $H = B+A$, the residual is $Hv - \varepsilon v = Av$, whose length is at most $a$. For $\varepsilon = 0$ there is a level with $|E| \le a$, and $a<1/2$ gives $a < 1-a$.

The condition $Bv=0$ follows from the pairing of the other hybrids:
$$\|Bv\|^2 = v^\dagger B^2 v = v^\dagger(1-vv^\dagger)v = 1 - 1 = 0 .$$

## The added orbital completes the pairing

The new orbital has energy zero and couples to $v$ with unit strength. The enlarged bonding matrix and its square are
$$\tilde B = \begin{pmatrix} B & v\\ v^\dagger & 0\end{pmatrix},\qquad
\tilde B^2 = \begin{pmatrix} B^2 + vv^\dagger & Bv\\ v^\dagger B & v^\dagger v\end{pmatrix} = \begin{pmatrix}1&0\\0&1\end{pmatrix}.$$
The upper left block is the pairing condition, the off-diagonal blocks vanish because $Bv=0$, and the last entry is the normalisation of $v$. Since $\tilde B$ is Hermitian, the bound for paired hybrids applies to $\tilde B + A'$.

## How the Lean statement encodes the surface

The hybrids are labelled by a finite type `n`, and the passivated surface by `n ⊕ Unit`, which has one more label. `IsLevel H E` says that the real number `E` is an eigenvalue of `H` with a nonzero eigenvector. `len` is the Euclidean length, and `‖A‖` is the matching operator norm, selected by the line `open scoped Matrix.Norms.L2Operator`. The condition `star v ⬝ᵥ v = 1` normalises the hybrid, `vecMulVec v (star v)` is the projector $vv^\dagger$, and `passivated B v` is $\tilde B$.

The main theorem is `passivation_cleans_gap`. Its hypothesis `hpair` is the pairing condition, `hA` says that `A` is Hermitian, which the level near zero requires, and `hAa` and `hAa'` bound the two residual matrices separately. `A'` need not be related to `A`, so the residual couplings may change when the new orbital arrives. An adsorbate whose energy or bond strength differs from the ideal values is covered as long as the deviation, placed in `A'` with the other residual terms, keeps the norm within `a`. That bound is assumed and not derived from a particular adsorbate.

The condition $B^2=1$ restricts the levels of $B$ to $\pm1$ and does not fix its chemistry: a diagonal matrix with entries $\pm1$ also satisfies it. The model has no electron filling, so it locates levels without saying which are occupied. It also leaves out orbital overlap, electron interaction, relaxation of the atoms and the limit of an infinite surface. The main theorem treats exactly one dangling hybrid.

## The complete file

```lean
import Mathlib

open Matrix
open scoped Matrix.Norms.L2Operator

namespace SurfacePassivation

noncomputable section

variable {n : Type*} [Fintype n] [DecidableEq n]

/-- The real energy `E` is a level of `H`: it has a nonzero eigenvector. -/
def IsLevel (H : Matrix n n ℂ) (E : ℝ) : Prop :=
  ∃ x : n → ℂ, x ≠ 0 ∧ H *ᵥ x = (E : ℂ) • x

/-- The Euclidean length of a vector of orbital amplitudes. -/
def len (x : n → ℂ) : ℝ := ‖(WithLp.toLp 2 x : EuclideanSpace ℂ n)‖

/-- The bonding matrix after one extra orbital has been added and bonded, with unit coupling,
to the hybrid `v`. -/
def passivated (B : Matrix n n ℂ) (v : n → ℂ) : Matrix (n ⊕ Unit) (n ⊕ Unit) ℂ :=
  fromBlocks B (Matrix.of fun i _ => v i) (Matrix.of fun i _ => v i)ᴴ 0

omit [DecidableEq n] in
/-- The overlap of a vector with itself is its squared length. -/
theorem star_dot_self (x : n → ℂ) : star x ⬝ᵥ x = ((len x ^ 2 : ℝ) : ℂ) := by
  rw [len, EuclideanSpace.norm_sq_eq, Complex.ofReal_sum]
  simp only [dotProduct]
  refine Finset.sum_congr rfl fun i _ => ?_
  simp [Complex.conj_mul']

omit [DecidableEq n] in
/-- A nonzero vector has positive length. -/
theorem len_pos {x : n → ℂ} (hx : x ≠ 0) : 0 < len x :=
  norm_pos_iff.mpr fun h => hx (congrArg WithLp.ofLp h)

/-- If all hybrids are paired in `B` and `‖A‖ ≤ a`, every real level of `B + A` lies at distance at
least `1 - a` from zero energy. -/
theorem paired_gap {B A : Matrix n n ℂ} {a E : ℝ} (hB : B.IsHermitian) (hB2 : B * B = 1)
    (hA : ‖A‖ ≤ a) (hE : IsLevel (B + A) E) : 1 - a ≤ |E| := by
  obtain ⟨x, hx, hEx⟩ := hE
  -- the bonding matrix preserves length
  have hiso : len (B *ᵥ x) = len x := by
    have h : star (B *ᵥ x) ⬝ᵥ (B *ᵥ x) = star x ⬝ᵥ x := by
      rw [Matrix.star_mulVec, hB.eq, ← Matrix.dotProduct_mulVec, Matrix.mulVec_mulVec, hB2,
        Matrix.one_mulVec]
    rw [star_dot_self, star_dot_self] at h
    exact (sq_eq_sq₀ (norm_nonneg _) (norm_nonneg _)).mp (Complex.ofReal_injective h)
  have hBx : B *ᵥ x = (E : ℂ) • x - A *ᵥ x := by
    rw [← hEx, Matrix.add_mulVec, add_sub_cancel_right]
  have hAx : len (A *ᵥ x) ≤ a * len x :=
    (Matrix.l2_opNorm_mulVec A (WithLp.toLp 2 x)).trans
      (mul_le_mul_of_nonneg_right hA (norm_nonneg _))
  have hs : len ((E : ℂ) • x) = |E| * len x := by
    rw [len, WithLp.toLp_smul, norm_smul, Complex.norm_real, Real.norm_eq_abs, len]
  have htri : len ((E : ℂ) • x - A *ᵥ x) ≤ len ((E : ℂ) • x) + len (A *ᵥ x) := by
    unfold len
    rw [WithLp.toLp_sub]
    exact norm_sub_le _ _
  rw [← hBx, hiso, hs] at htri
  exact le_of_mul_le_mul_right (by linarith) (len_pos hx)

/-- A Hermitian matrix has a level within the residual length `‖H v - ε v‖` of any trial
energy `ε`, for any unit trial vector `v`. -/
theorem level_near_trial {H : Matrix n n ℂ} (hH : H.IsHermitian) {v : n → ℂ}
    (hv : star v ⬝ᵥ v = 1) (ε : ℝ) :
    ∃ E, IsLevel H E ∧ |E - ε| ≤ len (H *ᵥ v - (ε : ℂ) • v) := by
  rcases isEmpty_or_nonempty n with hn | hn
  · simp [dotProduct] at hv
  let b := hH.eigenvectorBasis
  have hu : ∀ i, H *ᵥ (b i).ofLp = (hH.eigenvalues i : ℂ) • (b i).ofLp := by
    intro i
    rw [hH.mulVec_eigenvectorBasis]
    funext k
    simp [b]
  have hleft : ∀ i, star (b i).ofLp ᵥ* H = (hH.eigenvalues i : ℂ) • star (b i).ofLp := by
    intro i
    have h1 := Matrix.star_mulVec H (b i).ofLp
    rw [hH.eq, hu] at h1
    rw [← h1, star_smul]
    simp
  have hin : ∀ i (w : n → ℂ),
      inner ℂ (b i) (WithLp.toLp 2 w) = star (b i).ofLp ⬝ᵥ w := by
    intro i w
    rw [EuclideanSpace.inner_eq_star_dotProduct, dotProduct_comm]
  -- squared length as a sum over eigenvectors
  have P : ∀ w : n → ℂ, len w ^ 2 = ∑ i, ‖star (b i).ofLp ⬝ᵥ w‖ ^ 2 := by
    intro w
    rw [len, ← b.repr.norm_map, EuclideanSpace.norm_sq_eq]
    simp only [OrthonormalBasis.repr_apply_apply, hin]
  have hc : ∀ i, star (b i).ofLp ⬝ᵥ (H *ᵥ v - (ε : ℂ) • v)
      = ((hH.eigenvalues i - ε : ℝ) : ℂ) * (star (b i).ofLp ⬝ᵥ v) := by
    intro i
    rw [dotProduct_sub, Matrix.dotProduct_mulVec, hleft i, smul_dotProduct, dotProduct_smul]
    push_cast
    simp only [smul_eq_mul]
    ring
  have hone : len v ^ 2 = 1 := by
    rw [star_dot_self] at hv
    exact_mod_cast hv
  -- the eigenvalue closest to the trial energy does the job
  obtain ⟨i₀, hi₀⟩ := Finite.exists_min fun i => |hH.eigenvalues i - ε|
  refine ⟨hH.eigenvalues i₀, ⟨(b i₀).ofLp, fun h => ?_, hu i₀⟩, ?_⟩
  · exact b.orthonormal.ne_zero i₀ (congrArg (WithLp.toLp 2) h)
  · refine abs_le_of_sq_le_sq ?_ (norm_nonneg _)
    rw [← mul_one ((hH.eigenvalues i₀ - ε) ^ 2), ← hone, P v, P, Finset.mul_sum]
    refine Finset.sum_le_sum fun i _ => ?_
    rw [hc i, norm_mul, mul_pow, Complex.norm_real, Real.norm_eq_abs, sq_abs]
    exact mul_le_mul_of_nonneg_right (sq_le_sq.mpr (hi₀ i)) (sq_nonneg _)

/-- If `A` is Hermitian with `‖A‖ ≤ a`, an unbonded unit hybrid `v` of energy `ε` leaves a level of
`B + A` within `a` of `ε`. -/
theorem dangling_level {B A : Matrix n n ℂ} {v : n → ℂ} {a ε : ℝ} (hB : B.IsHermitian)
    (hA : A.IsHermitian) (hAa : ‖A‖ ≤ a) (hv : star v ⬝ᵥ v = 1)
    (hBv : B *ᵥ v = (ε : ℂ) • v) : ∃ E, IsLevel (B + A) E ∧ |E - ε| ≤ a := by
  obtain ⟨E, hE, h⟩ := level_near_trial (hB.add hA) hv ε
  refine ⟨E, hE, h.trans ?_⟩
  have hone : len v ^ 2 = 1 := by
    rw [star_dot_self] at hv
    exact_mod_cast hv
  have hlen : len v = 1 := by
    have h0 : 0 ≤ len v := norm_nonneg _
    nlinarith
  rw [Matrix.add_mulVec, hBv, add_sub_cancel_left]
  have hAv : len (A *ᵥ v) ≤ ‖A‖ * len v := Matrix.l2_opNorm_mulVec A (WithLp.toLp 2 v)
  rw [hlen, mul_one] at hAv
  exact hAv.trans hAa

/-- If all hybrids except the unit hybrid `v` are paired, the bonding matrix annihilates `v`. -/
theorem dangling_of_rest_paired {B : Matrix n n ℂ} {v : n → ℂ} (hB : B.IsHermitian)
    (hv : star v ⬝ᵥ v = 1) (hpair : B * B = 1 - vecMulVec v (star v)) : B *ᵥ v = 0 := by
  have hproj : vecMulVec v (star v) *ᵥ v = v := by
    funext i
    calc (vecMulVec v (star v) *ᵥ v) i = v i * (star v ⬝ᵥ v) := by
          simp only [mulVec, dotProduct, vecMulVec_apply, Finset.mul_sum, mul_assoc]
      _ = v i := by rw [hv, mul_one]
  have h : star (B *ᵥ v) ⬝ᵥ (B *ᵥ v) = 0 := by
    rw [Matrix.star_mulVec, hB.eq, ← Matrix.dotProduct_mulVec, Matrix.mulVec_mulVec, hpair,
      Matrix.sub_mulVec, Matrix.one_mulVec, hproj, sub_self, dotProduct_zero]
  by_contra hne
  rw [star_dot_self] at h
  exact (pow_pos (len_pos hne) 2).ne' (by exact_mod_cast h)

/-- Bonding an extra orbital to the only dangling hybrid gives a Hermitian bonding matrix in
which all hybrids are paired. -/
theorem passivated_paired {B : Matrix n n ℂ} {v : n → ℂ} (hB : B.IsHermitian)
    (hv : star v ⬝ᵥ v = 1) (hpair : B * B = 1 - vecMulVec v (star v)) :
    (passivated B v).IsHermitian ∧ passivated B v * passivated B v = 1 := by
  have hBv := dangling_of_rest_paired hB hv hpair
  let C : Matrix n Unit ℂ := Matrix.of fun i _ => v i
  have e1 : B * B + C * Cᴴ = 1 := by
    have hCC : C * Cᴴ = vecMulVec v (star v) := by
      ext i j
      simp [C, Matrix.mul_apply, vecMulVec_apply]
    rw [hpair, hCC, sub_add_cancel]
  have e2 : B * C = 0 := by
    ext i j
    exact congrFun hBv i
  have e3 : Cᴴ * B = 0 := by
    have h := congrArg conjTranspose e2
    rwa [conjTranspose_mul, hB.eq, conjTranspose_zero] at h
  have e4 : Cᴴ * C = 1 := by
    ext i j
    exact hv
  change (fromBlocks B C Cᴴ 0).IsHermitian ∧ fromBlocks B C Cᴴ 0 * fromBlocks B C Cᴴ 0 = 1
  constructor
  · rw [Matrix.IsHermitian, fromBlocks_conjTranspose, hB.eq, conjTranspose_conjTranspose,
      conjTranspose_zero]
  · rw [fromBlocks_multiply, e1, e2, e3, e4, Matrix.mul_zero, Matrix.zero_mul, Matrix.mul_zero,
      add_zero, add_zero, add_zero, fromBlocks_one]

/-- With one dangling hybrid and residual couplings of norm at most `a < 1/2`, the surface has a
level inside the gap `|E| < 1 - a`; after passivation no level lies in that gap. -/
theorem passivation_cleans_gap {B A : Matrix n n ℂ} {A' : Matrix (n ⊕ Unit) (n ⊕ Unit) ℂ}
    {v : n → ℂ} {a : ℝ} (hB : B.IsHermitian) (hv : star v ⬝ᵥ v = 1)
    (hpair : B * B = 1 - vecMulVec v (star v)) (hA : A.IsHermitian)
    (hAa : ‖A‖ ≤ a) (hAa' : ‖A'‖ ≤ a) (ha : a < 1 / 2) :
    (∃ E, IsLevel (B + A) E ∧ |E| ≤ a ∧ |E| < 1 - a) ∧
      ∀ E, IsLevel (passivated B v + A') E → 1 - a ≤ |E| := by
  constructor
  · obtain ⟨E, hE, h⟩ := dangling_level (ε := 0) hB hA hAa hv
      (by rw [dangling_of_rest_paired hB hv hpair]; simp)
    rw [sub_zero] at h
    exact ⟨E, hE, h, by linarith⟩
  · intro E hE
    obtain ⟨h1, h2⟩ := passivated_paired hB hv hpair
    exact paired_gap h1 h2 hAa' hE

/-- For `a ≥ 0`, shifting both on-site energies of a single bond of two hybrids by `-a` is a
residual term of norm `a`, and the shifted bond has a level at `1 - a`. -/
theorem paired_gap_sharp {a : ℝ} (ha : 0 ≤ a) :
    ‖(-(a : ℂ)) • (1 : Matrix (Fin 2) (Fin 2) ℂ)‖ = a ∧
      IsLevel (!![0, 1; 1, 0] + (-(a : ℂ)) • (1 : Matrix (Fin 2) (Fin 2) ℂ)) (1 - a) := by
  constructor
  · rw [norm_smul, CStarRing.norm_one, mul_one, norm_neg, Complex.norm_real,
      Real.norm_eq_abs, abs_of_nonneg ha]
  · refine ⟨![1, 1], fun h => one_ne_zero (congrFun h 0), ?_⟩
    rw [Matrix.add_mulVec, Matrix.smul_mulVec, Matrix.one_mulVec]
    funext i
    fin_cases i <;> simp <;> ring

/-- Three hybrids, the first two bonded and the third dangling, meet the pairing hypotheses. -/
theorem rest_paired_witness :
    (!![0, 1, 0; 1, 0, 0; 0, 0, 0] : Matrix (Fin 3) (Fin 3) ℂ).IsHermitian ∧
      star (![0, 0, 1] : Fin 3 → ℂ) ⬝ᵥ ![0, 0, 1] = 1 ∧
      (!![0, 1, 0; 1, 0, 0; 0, 0, 0] : Matrix (Fin 3) (Fin 3) ℂ) * !![0, 1, 0; 1, 0, 0; 0, 0, 0]
        = 1 - vecMulVec ![0, 0, 1] (star ![0, 0, 1]) := by
  refine ⟨?_, ?_, ?_⟩
  · ext i j
    fin_cases i <;> fin_cases j <;> simp
  · simp [dotProduct, Fin.sum_univ_succ]
  · ext i j
    rw [Matrix.sub_apply, vecMulVec_apply, Pi.star_apply]
    fin_cases i <;> fin_cases j <;>
      simp [Matrix.mul_apply, Fin.sum_univ_succ]

end

end SurfacePassivation
```

```lean
#print axioms SurfacePassivation.passivation_cleans_gap
#print axioms SurfacePassivation.paired_gap_sharp
```

```
'SurfacePassivation.passivation_cleans_gap' depends on axioms: [propext, Classical.choice, Quot.sound]
'SurfacePassivation.paired_gap_sharp' depends on axioms: [propext, Classical.choice, Quot.sound]
```

## How the proofs follow the derivation

**Lengths.** `star_dot_self` identifies $x^\dagger x$ with the squared length, and `len_pos` says that a nonzero vector has positive length. They carry the argument between matrix algebra and inequalities.

**The gap.** In `paired_gap`, `hiso` is $\|Bx\|=\|x\|$, `hBx` is the rearranged eigenvalue equation, `hAx` is the norm bound and `htri` is the triangle inequality. The last line cancels the positive length of $x$. Hermiticity of `A` is never used, which is why the main theorem does not ask for it in `A'`. `paired_gap_sharp` checks the shifted bond, using the unnormalised eigenvector `![1, 1]`.

**The nearby level.** `level_near_trial` first disposes of an empty set of orbitals, which has no unit vector. It then takes Mathlib's eigenvector basis. `P` is the expansion of a squared length in that basis, and `hc` states that the component of $Hv-\varepsilon v$ along $b_i$ is $(\lambda_i-\varepsilon)c_i$. `Finite.exists_min` picks the eigenvalue closest to $\varepsilon$, and `Finset.sum_le_sum` compares the two sums term by term. `dangling_level` applies this to $B+A$, where the residual reduces to $Av$.

**The pairing.** `dangling_of_rest_paired` computes $\|Bv\|^2=0$ and concludes $Bv=0$. In `passivated_paired`, the column `C` is $v$ written as a matrix with one column, and `e1` to `e4` are the four blocks of $\tilde B^2$. `fromBlocks_multiply` assembles them into the identity.

**The main theorem.** The first half of `passivation_cleans_gap` uses `dangling_level` with `ε := 0`, and `linarith` turns $|E|\le a$ and $a<1/2$ into $|E|<1-a$. The second half passes the enlarged matrix to `paired_gap`.

**An example.** `rest_paired_witness` shows that three hybrids, two bonded and one dangling, satisfy the conditions on `B` and `v`. With no residual couplings their levels are $-1$, $0$ and $1$; the added orbital turns the level at zero into a second pair at $\pm1$.
